# A real polynomial times the Gaussian exp(−t²) is integrable over the line

For every real polynomial p, the function p(t) exp(−t²) is integrable over the real line, so the integral of its absolute value is finite. In physics, integrands of this form appear in overlaps and position moments of the eigenstates of a harmonic oscillator of mass m and angular frequency ω, with t the position in units of √(ħ/(mω)). The lemma asserts only that such integrals converge, and gives neither their values nor any normalisation. The attempt goes by induction on the polynomial, treating sums and single monomials. A sum is handled by adding two integrable functions, and a monomial by a Mathlib lemma on powers of t times a Gaussian, multiplied by the coefficient.

In Lean, a first try:

```lean
import Mathlib

open Polynomial MeasureTheory

namespace IntegrableMulGaussian

noncomputable section

/-- Every polynomial times the Gaussian `exp (-t²)` is integrable over the line. -/
theorem integrable_mul_gaussian (p : ℝ[X]) :
    Integrable (fun t : ℝ => p.eval t * Real.exp (-t ^ 2)) := by
  induction p using Polynomial.induction_on' with
  | add p q hp hq =>
    convert hp.add hq using 1
    ext t
    simp [add_mul]
  | monomial n c =>
    have hn : (-1 : ℝ) < (n : ℝ) := by
      have := Nat.cast_nonneg (α := ℝ) n
      linarith
    convert (integrable_rpow_mul_exp_neg_mul_sq one_pos hn).const_mul c using 1
    ext t
    simp [Real.rpow_natCast, mul_assoc]

end

end IntegrableMulGaussian
```

The compiler's answer:

```
Main.lean:15:4: error: No applicable extensionality theorem found for type
  ContinuousENorm ℝ

Note: Extensionality theorems can be registered by marking them with the `[ext]` attribute
```

Fix (accepted with no message):

```diff
@@ -12,14 +12,20 @@
   induction p using Polynomial.induction_on' with
   | add p q hp hq =>
-    convert hp.add hq using 1
-    ext t
-    simp [add_mul]
+    have h : (fun t : ℝ => (p + q).eval t * Real.exp (-t ^ 2))
+        = fun t : ℝ => p.eval t * Real.exp (-t ^ 2) + q.eval t * Real.exp (-t ^ 2) := by
+      funext t
+      rw [eval_add, add_mul]
+    rw [h]
+    exact hp.add hq
   | monomial n c =>
     have hn : (-1 : ℝ) < (n : ℝ) := by
       have := Nat.cast_nonneg (α := ℝ) n
       linarith
-    convert (integrable_rpow_mul_exp_neg_mul_sq one_pos hn).const_mul c using 1
-    ext t
-    simp [Real.rpow_natCast, mul_assoc]
+    have h : (fun t : ℝ => (monomial n c : ℝ[X]).eval t * Real.exp (-t ^ 2))
+        = fun t : ℝ => c * (t ^ (n : ℝ) * Real.exp (-1 * t ^ 2)) := by
+      funext t
+      simp [Real.rpow_natCast, mul_assoc]
+    rw [h]
+    exact (integrable_rpow_mul_exp_neg_mul_sq one_pos hn).const_mul c
 
 end
```

What went wrong. The error is in the sum case. `convert hp.add hq using 1` matches the goal against `hp.add hq` argument by argument, and those arguments include the instance of `ContinuousENorm ℝ`, which `Integrable` uses to measure size. The two sides reach this instance by different routes, and `convert` left their equality as a goal. `ext t`, meant for an equality of functions, met that goal instead, and Lean has no extensionality theorem for the type.

The repair states the equality of functions as `h`, proves it at each `t` with `eval_add` and `add_mul`, and rewrites the goal with it. Then `exact hp.add hq` checks the whole statement up to definitional equality, under which the two instances agree, so no separate goal about them arises.

The monomial case is recast in the same way, but Lean reported no error there, so that change is mere tidying.
